# A Slater determinant's spin contamination is unchanged when electrons become holes and the spins are swapped

In a finite orthonormal basis of spatial orbitals, let the orthogonal projectors `A` and `B` describe the occupied up-spin and down-spin orbitals of a normalised Slater determinant. Its spin contamination is the excess of ⟨S²⟩ over s(s + 1), where s is half the difference between the numbers of up-spin and down-spin electrons and ħ = 1. If there are at least as many up-spin as down-spin electrons, this is the rank of `B` minus the real part of tr(AB). The theorem `contamination_holes` says that the latter expression stays the same when `A` is replaced by `1 - B` and `B` by `1 - A`; this holds for any two orthogonal projectors, whatever their ranks. The proof turns the two ranks into traces, multiplies out `(1 - B) * (1 - A)`, splits the traces into their terms and leaves the remaining arithmetic to `ring`.

This version doesn't compile in Lean 4 with Mathlib:

```lean
import Mathlib

open Matrix

namespace ContaminationHoles

variable {n : Type*} [Fintype n] [DecidableEq n]

/-- An orthogonal projector onto a space of orbitals: a Hermitian idempotent matrix. -/
def IsProjector (P : Matrix n n ℂ) : Prop := Pᴴ = P ∧ P * P = P

/-- The number `q - tr(AB)` (real part of the trace), where `q` is the rank of `B`. It is the spin
contamination of a determinant with up-spin projector `A` and down-spin projector `B` if there are
at least as many up-spin as down-spin electrons. -/
noncomputable def spinContamination (A B : Matrix n n ℂ) : ℝ :=
  (B.rank : ℝ) - (A * B).trace.re

/-- If `P` is an orthogonal projector, so is `1 - P`, the projector onto the virtual
orbitals. -/
theorem IsProjector.virtual {P : Matrix n n ℂ} (hP : IsProjector P) :
    IsProjector (1 - P) := by
  refine ⟨by rw [conjTranspose_sub, conjTranspose_one, hP.1], ?_⟩
  have h : (1 - P) * (1 - P) = 1 - P - P + P * P := by noncomm_ring
  rw [h, hP.2]
  abel

/-- The rank of an orthogonal projector equals its trace. -/
theorem IsProjector.rank_eq {P : Matrix n n ℂ} (hP : IsProjector P) :
    (P.rank : ℂ) = P.trace := by
  have hproj : LinearMap.IsProj (LinearMap.range (Matrix.toLin' P)) (Matrix.toLin' P) := by
    refine ⟨fun x => ⟨x, rfl⟩, ?_⟩
    rintro _ ⟨y, rfl⟩
    rw [Matrix.toLin'_apply, Matrix.toLin'_apply, Matrix.mulVec_mulVec, hP.2]
  have h := hproj.trace
  rw [LinearMap.trace_eq_matrix_trace ℂ (Pi.basisFun ℂ n),
    LinearMap.toMatrix_eq_toMatrix', LinearMap.toMatrix'_toLin'] at h
  rw [Matrix.rank, ← Matrix.toLin'_apply']
  exact h.symm

/-- Particle-hole symmetry: for orthogonal projectors the contamination is unchanged when
electrons are replaced by holes and the two spins are exchanged. -/
theorem contamination_holes {A B : Matrix n n ℂ} (hA : IsProjector A)
    (hB : IsProjector B) :
    spinContamination (1 - B) (1 - A) = spinContamination A B := by
  have h1 : ((1 - A).rank : ℝ) = (1 - A).trace.re := by
    rw [← hA.virtual.rank_eq, Complex.natCast_re]
  have h2 : (B.rank : ℝ) = B.trace.re := by rw [← hB.rank_eq, Complex.natCast_re]
  have h3 : (1 - B) * (1 - A) = 1 - A - B + B * A := by noncomm_ring
  unfold spinContamination
  rw [h1, h2, h3, trace_add, trace_sub, trace_mul_comm B A, Complex.add_re, Complex.sub_re]
  ring

end ContaminationHoles
```

Lean reports:

```
Try this:
  [apply] ring_nf
  
  The `ring` tactic failed to close the goal. Use `ring_nf` to obtain a normal form.
    
  Note that `ring` works primarily in *commutative* rings. If you have a noncommutative ring, abelian group or module, consider using `noncomm_ring`, `abel` or `module` instead.
Main.lean:44:65: error: unsolved goals
n : Type u_1
inst✝¹ : Fintype n
inst✝ : DecidableEq n
A B : Matrix n n ℂ
hA : IsProjector A
hB : IsProjector B
h1 : ↑(1 - A).rank = (1 - A).trace.re
h2 : ↑B.rank = B.trace.re
h3 : (1 - B) * (1 - A) = 1 - A - B + B * A
⊢ (trace 1).re - A.trace.re - (1 - A - B).trace.re - (A * B).trace.re = -(A * B).trace.re + B.trace.re
```

What went wrong. The "Try this" message says that `ring` couldn't close the goal, and the error shows what was left. In that goal `(1 - A - B).trace.re` is still in one piece. To `ring` it is an opaque number, unrelated to the traces of `1`, `A` and `B`, so the two sides can't be brought to the same form.

It was left whole because `rw [trace_sub]` settles on the first match for its pattern, here the trace of `1 - A`, and rewrites only copies of that same expression. The trace of `1 - A - B` is a different instance. `Complex.sub_re` was likewise used only once.

The repair keeps `trace_add` and `trace_mul_comm B A` in the `rw` and moves `trace_sub`, `Complex.add_re` and `Complex.sub_re` to `simp only`, which applies them wherever they fit, as often as needed. This splits the nested difference fully into the real parts of the traces of `1`, `A` and `B`, and `ring` can then finish. `Complex.add_re` had already done its work in the `rw` and could have stayed there; moving it isn't part of the cure.

The repair, with which the file compiles:

```diff
@@ -48,5 +48,6 @@
   have h3 : (1 - B) * (1 - A) = 1 - A - B + B * A := by noncomm_ring
   unfold spinContamination
-  rw [h1, h2, h3, trace_add, trace_sub, trace_mul_comm B A, Complex.add_re, Complex.sub_re]
+  rw [h1, h2, h3, trace_add, trace_mul_comm B A]
+  simp only [trace_sub, Complex.add_re, Complex.sub_re]
   ring
 
```
